# The Hoffman–Wielandt Inequality for Hermitian Matrices

To compare two spectra level by level, one must first decide which level is paired with which. Here each spectrum is listed in ascending order, with multiplicity, and levels at the same position are paired. This uses the fact that Hermitian matrices have real eigenvalues. The Hoffman–Wielandt inequality is also known for normal matrices, whose complex eigenvalues need a suitably chosen matching; only the Hermitian case is treated below.

## Squared level differences and the trace

Let $A$ and $B$ be Hermitian $N\times N$ matrices with ascending levels $a_k$ and $b_k$, $k=0,\dots,N-1$. The claim is

$$\sum_k (a_k-b_k)^2\;\le\;\operatorname{tr}\,(A-B)^2\;\le\;\sum_k (a_k-b_{N-1-k})^2 .$$

Choose orthonormal eigenvectors $A|u_i\rangle=\alpha_i|u_i\rangle$ and $B|v_j\rangle=\beta_j|v_j\rangle$, where $\alpha_i$ and $\beta_j$ are the same eigenvalues, not necessarily sorted. Let $U$ and $V$ be the unitary matrices with columns $u_i$ and $v_j$, and put $P=A-B$ and $M=U^\dagger PV$. Then

$$\sum_{ij}|M_{ij}|^2=\operatorname{tr}(MM^\dagger)=\operatorname{tr}(U^\dagger PVV^\dagger PU)=\operatorname{tr}(P^2).$$

Letting $A$ act to the left and $B$ to the right gives $M_{ij}=\langle u_i|A-B|v_j\rangle=(\alpha_i-\beta_j)\langle u_i|v_j\rangle$. Hence

$$\operatorname{tr}\,(A-B)^2=\sum_{ij}S_{ij}(\alpha_i-\beta_j)^2,\qquad S_{ij}=|\langle u_i|v_j\rangle|^2 .$$

The weights $S_{ij}$ are nonnegative. By completeness $\sum_j S_{ij}=\langle u_i|u_i\rangle=1$, and likewise $\sum_i S_{ij}=1$, so $S$ is doubly stochastic. Birkhoff's theorem writes such a matrix as a mixture of permutations $\sigma$ with weights $w_\sigma\ge0$, $\sum_\sigma w_\sigma=1$. Therefore

$$\operatorname{tr}\,(A-B)^2=\sum_\sigma w_\sigma\sum_i(\alpha_i-\beta_{\sigma(i)})^2 .$$

In terms of sorted positions, each $\sigma$ becomes a permutation $\tau$ of $0,\dots,N-1$, and

$$\sum_k(a_k-b_{\tau(k)})^2=\sum_k a_k^2+\sum_k b_k^2-2\sum_k a_kb_{\tau(k)} .$$

Only the last sum depends on $\tau$. If $k<l$ but $\tau(k)>\tau(l)$, exchanging the two partners changes that sum by $(a_l-a_k)(b_{\tau(k)}-b_{\tau(l)})\ge0$. Repeated exchanges lead to the ordered pairing, which therefore has the largest sum of products and the least squared distance. Exchanges in the opposite direction lead to the reversed pairing, which has the greatest squared distance. Every term of the mixture lies between these two values, and so does the average.

For $A=H+gV$ and $B=H$, where $V$ now denotes a Hermitian perturbation and $g$ is real, the squared level shifts add up to at most $g^2\operatorname{tr}(V^2)$. For a finite Hamiltonian matrix in a fixed orthonormal basis, as in a configuration-interaction calculation, this bounds the effect of errors in the matrix elements on the whole spectrum; it does not address the error from truncating the basis.

## One level, and a non-Hermitian failure

For $N=1$ there is only one pairing, and all three expressions equal $(a_0-b_0)^2$.

Hermiticity of both matrices matters. Take

$$A=\begin{pmatrix}0&1\\0&0\end{pmatrix},\qquad B=\begin{pmatrix}0&1\\1&0\end{pmatrix}.$$

Here $B$ is Hermitian with levels $-1,1$, while $A$ is not Hermitian and has the eigenvalue $0$ twice. The squared differences add up to $2$, but $(A-B)^2=0$. Replacing the trace by the sum of squared moduli of the entries of $A-B$ does not help, since that sum is $1$.

## Levels and transition probabilities in Lean

The rows and columns are labelled by an arbitrary finite type `n`, which need not carry an order.

```lean
import Mathlib

open Matrix

namespace HoffmanWielandt

noncomputable section

variable {n : Type*} [Fintype n] [DecidableEq n] {A B : Matrix n n ℂ}
```

Sorted levels are therefore numbered by `Fin (Fintype.card n)`, that is, from $0$ to $N-1$. Mathlib's `eigenvalues₀` is a decreasing list, and `Fin.rev` reads it backwards.

```lean
/-- The energy levels of a Hermitian matrix, with multiplicity, in ascending order. -/
def level (hA : A.IsHermitian) (k : Fin (Fintype.card n)) : ℝ :=
  hA.eigenvalues₀ (Fin.rev k)
```

The columns of `eigenvectorUnitary` are normalised eigenvectors, so `overlapWeight` is the matrix $S$. In a degenerate level it depends on the eigenvectors chosen, whereas the final bounds do not.

```lean
/-- The transition probabilities `|⟨u_i|v_j⟩|²` between the eigenvectors of `A` and of `B`. -/
def overlapWeight (hA : A.IsHermitian) (hB : B.IsHermitian) : Matrix n n ℝ :=
  Matrix.of fun i j => ‖(star (hA.eigenvectorUnitary : Matrix n n ℂ) *
    (hB.eigenvectorUnitary : Matrix n n ℂ)) i j‖ ^ 2
```

Reversing a decreasing list gives an ascending one.

```lean
/-- The levels are numbered in ascending order. -/
theorem level_monotone (hA : A.IsHermitian) : Monotone (level hA) :=
  fun _ _ h => hA.eigenvalues₀_antitone (Fin.rev_le_rev.mpr h)
```

## The trace as a weighted sum

The next theorem is the identity for $\operatorname{tr}(P^2)$. Its step `key` inserts $VV^\dagger=1$ and uses cyclicity of the trace; the remaining lines expand $\operatorname{tr}(MM^\dagger)$ into entries. The right-hand side is a real number regarded as complex, so the trace is shown to be real.

```lean
/-- The trace of the square of a Hermitian matrix is the sum of the squared moduli of its
matrix elements between any two orthonormal bases. -/
theorem trace_sq_eq_sum_norm_sq {P : Matrix n n ℂ} (hP : P.IsHermitian)
    (U V : Matrix.unitaryGroup n ℂ) :
    (P ^ 2).trace = ((∑ i, ∑ j,
      ‖(star (U : Matrix n n ℂ) * P * (V : Matrix n n ℂ)) i j‖ ^ 2 : ℝ) : ℂ) := by
  have hP' : star P = P := hP
  have hU : (U : Matrix n n ℂ) * star (U : Matrix n n ℂ) = 1 :=
    Matrix.mem_unitaryGroup_iff.mp U.2
  have hV : (V : Matrix n n ℂ) * star (V : Matrix n n ℂ) = 1 :=
    Matrix.mem_unitaryGroup_iff.mp V.2
  generalize (U : Matrix n n ℂ) = U at *
  generalize (V : Matrix n n ℂ) = V at *
  have key : (P ^ 2).trace = ((star U * P * V) * star (star U * P * V)).trace := by
    symm
    calc ((star U * P * V) * star (star U * P * V)).trace
        = (star U * (P * (V * star V) * P * U)).trace := by
          rw [star_mul, star_mul, star_star, hP']
          simp only [mul_assoc]
      _ = (P ^ 2).trace := by
          rw [hV, mul_one, Matrix.trace_mul_comm, mul_assoc, hU, mul_one, sq]
  rw [key]
  generalize star U * P * V = M
  simp only [Matrix.trace, Matrix.diag_apply, Matrix.mul_apply, Matrix.star_apply]
  push_cast
  refine Finset.sum_congr rfl fun i _ => Finset.sum_congr rfl fun j _ => ?_
  rw [Complex.star_def, Complex.mul_conj, Complex.normSq_eq_norm_sq, Complex.ofReal_pow]
```

For the eigenbases, `eig` collects the eigenvalue equations into one matrix equation, and its adjoint `left` lets $A$ act to the left. `hM` then evaluates $U^\dagger(A-B)V$, and `hw` extracts the factor $\alpha_i-\beta_j$ from each entry.

```lean
/-- The trace of `(A - B)²` is the sum of all squared level differences, each weighted by the
transition probability between the two eigenvectors. -/
theorem trace_sq_eq_overlap (hA : A.IsHermitian) (hB : B.IsHermitian) :
    ((A - B) ^ 2).trace = ((∑ i, ∑ j, overlapWeight hA hB i j *
      (hA.eigenvalues i - hB.eigenvalues j) ^ 2 : ℝ) : ℂ) := by
  -- the eigenvalue equation, all eigenvectors at once
  have eig : ∀ {C : Matrix n n ℂ} (hC : C.IsHermitian),
      C * (hC.eigenvectorUnitary : Matrix n n ℂ) = (hC.eigenvectorUnitary : Matrix n n ℂ) *
        Matrix.diagonal (fun i => (hC.eigenvalues i : ℂ)) := by
    intro C hC
    funext i j
    have h := congrFun (hC.mulVec_eigenvectorBasis j) i
    rw [Matrix.mul_diagonal, Matrix.mul_apply]
    simpa [Matrix.mulVec, dotProduct, mul_comm] using h
  have hD : star (Matrix.diagonal (fun i => (hA.eigenvalues i : ℂ))) =
      Matrix.diagonal (fun i => (hA.eigenvalues i : ℂ)) := by
    rw [Matrix.star_eq_conjTranspose, Matrix.diagonal_conjTranspose]
    congr 1
    funext i
    simp
  have hA' : star A = A := hA
  have left := congrArg star (eig hA)
  rw [star_mul, star_mul, hA', hD] at left
  rw [trace_sq_eq_sum_norm_sq (hA.sub hB) hA.eigenvectorUnitary hB.eigenvectorUnitary]
  congr 1
  refine Finset.sum_congr rfl fun i _ => Finset.sum_congr rfl fun j _ => ?_
  have hM : star (hA.eigenvectorUnitary : Matrix n n ℂ) * (A - B) *
      (hB.eigenvectorUnitary : Matrix n n ℂ) =
      Matrix.diagonal (fun i => (hA.eigenvalues i : ℂ)) *
        (star (hA.eigenvectorUnitary : Matrix n n ℂ) * (hB.eigenvectorUnitary : Matrix n n ℂ)) -
      (star (hA.eigenvectorUnitary : Matrix n n ℂ) * (hB.eigenvectorUnitary : Matrix n n ℂ)) *
        Matrix.diagonal (fun i => (hB.eigenvalues i : ℂ)) := by
    rw [mul_sub, sub_mul, left, mul_assoc _ B, eig hB]
    simp only [mul_assoc]
  rw [hM, Matrix.sub_apply, Matrix.diagonal_mul, Matrix.mul_diagonal, overlapWeight,
    Matrix.of_apply]
  generalize (star (hA.eigenvectorUnitary : Matrix n n ℂ) *
    (hB.eigenvectorUnitary : Matrix n n ℂ)) i j = w
  have hw : (hA.eigenvalues i : ℂ) * w - w * (hB.eigenvalues j : ℂ) =
      ((hA.eigenvalues i - hB.eigenvalues j : ℝ) : ℂ) * w := by
    push_cast
    ring
  rw [hw, norm_mul, Complex.norm_real, mul_pow, Real.norm_eq_abs, sq_abs, mul_comm]
```

The row and column sums of $S$ are read from the diagonal entries of $WW^\dagger=1$ and $W^\dagger W=1$, where $W=U^\dagger V$.

```lean
/-- The transition probabilities are nonnegative and sum to one along each row and column. -/
theorem overlapWeight_mem (hA : A.IsHermitian) (hB : B.IsHermitian) :
    overlapWeight hA hB ∈ doublyStochastic ℝ n := by
  have hW : star (hA.eigenvectorUnitary : Matrix n n ℂ) *
      (hB.eigenvectorUnitary : Matrix n n ℂ) ∈ Matrix.unitaryGroup n ℂ :=
    (star hA.eigenvectorUnitary * hB.eigenvectorUnitary).2
  unfold overlapWeight
  generalize star (hA.eigenvectorUnitary : Matrix n n ℂ) *
    (hB.eigenvectorUnitary : Matrix n n ℂ) = W at *
  have hz : ∀ z : ℂ, ‖z‖ ^ 2 = (z * star z).re := by
    intro z
    rw [Complex.sq_norm, Complex.normSq_apply]
    simp [Complex.mul_re]
  rw [mem_doublyStochastic_iff_sum]
  refine ⟨fun i j => sq_nonneg _, fun i => ?_, fun j => ?_⟩
  · have h := congrArg Complex.re (congrFun (congrFun (Matrix.mem_unitaryGroup_iff.mp hW) i) i)
    rw [Matrix.mul_apply, Matrix.one_apply_eq, Complex.re_sum, Complex.one_re] at h
    rw [← h]
    exact Finset.sum_congr rfl fun j _ => hz (W i j)
  · have h := congrArg Complex.re (congrFun (congrFun (Matrix.mem_unitaryGroup_iff'.mp hW) j) j)
    rw [Matrix.mul_apply, Matrix.one_apply_eq, Complex.re_sum, Complex.one_re] at h
    rw [← h]
    exact Finset.sum_congr rfl fun i _ => (hz (W i j)).trans (by rw [mul_comm]; rfl)
```

## From averages to sorted pairings

Birkhoff's theorem comes from Mathlib. The lemma is stated for any real cost `c`: if `m` is a lower bound for every permutation, it is also one for the doubly stochastic average.

```lean
/-- A lower bound on the cost of every one-to-one pairing also bounds the cost averaged with
doubly stochastic weights. -/
theorem le_doublyStochastic_average {S : Matrix n n ℝ} (hS : S ∈ doublyStochastic ℝ n)
    (c : n → n → ℝ) (m : ℝ) (h : ∀ σ : Equiv.Perm n, m ≤ ∑ i, c i (σ i)) :
    m ≤ ∑ i, ∑ j, S i j * c i j := by
  -- Birkhoff: the weights are a mixture of permutations
  obtain ⟨w, hw0, hw1, rfl⟩ := exists_eq_sum_perm_of_mem_doublyStochastic hS
  have hp : ∀ (σ : Equiv.Perm n) (i j : n),
      σ.permMatrix ℝ i j = if σ i = j then 1 else 0 := by
    intro σ i j
    simp [Equiv.Perm.permMatrix, PEquiv.toMatrix_apply]
  calc m = ∑ σ, w σ * m := by rw [← Finset.sum_mul, hw1, one_mul]
    _ ≤ ∑ σ, w σ * ∑ i, c i (σ i) :=
      Finset.sum_le_sum fun σ _ => mul_le_mul_of_nonneg_left (h σ) (hw0 σ)
    _ = _ := by
      simp only [Matrix.sum_apply, Matrix.smul_apply, hp, smul_eq_mul, Finset.sum_mul,
        Finset.mul_sum]
      rw [Finset.sum_comm]
      refine Finset.sum_congr rfl fun i _ => ?_
      rw [Finset.sum_comm]
      refine Finset.sum_congr rfl fun σ _ => ?_
      simp
```

In the rearrangement step, `hexp` expands the squares. The bounds `up` and `low` on the sum of products come from Mathlib's rearrangement inequalities, and `linarith` turns them into bounds on the squared distances.

```lean
/-- Among all pairings of two ascending lists, the ordered one has the least sum of squared
differences and the reversed one the greatest. -/
theorem pairing_bounds {m : ℕ} {a b : Fin m → ℝ} (ha : Monotone a) (hb : Monotone b)
    (τ : Equiv.Perm (Fin m)) :
    ∑ k, (a k - b k) ^ 2 ≤ ∑ k, (a k - b (τ k)) ^ 2 ∧
      ∑ k, (a k - b (τ k)) ^ 2 ≤ ∑ k, (a k - b (Fin.rev k)) ^ 2 := by
  have hexp : ∀ ρ : Equiv.Perm (Fin m), ∑ k, (a k - b (ρ k)) ^ 2 =
      ∑ k, a k ^ 2 + ∑ k, b k ^ 2 - 2 * ∑ k, a k * b (ρ k) := by
    intro ρ
    have hs : ∑ k, b (ρ k) ^ 2 = ∑ k, b k ^ 2 := Equiv.sum_comp ρ (fun k => b k ^ 2)
    rw [← hs, Finset.mul_sum, ← Finset.sum_add_distrib, ← Finset.sum_sub_distrib]
    exact Finset.sum_congr rfl fun k _ => by ring
  have h1 := hexp 1
  have h2 := hexp τ
  have h3 := hexp Fin.revPerm
  simp only [Equiv.Perm.one_apply] at h1
  simp only [Fin.revPerm_apply] at h3
  have up : ∑ k, a k * b (τ k) ≤ ∑ k, a k * b k :=
    (ha.monovary hb).sum_mul_comp_perm_le_sum_mul
  have hr : Antitone (fun k => b (Fin.rev k)) := fun _ _ h => hb (Fin.rev_le_rev.mpr h)
  have low := (ha.antivary hr).sum_mul_le_sum_mul_comp_perm (σ := τ.trans Fin.revPerm)
  simp only [Equiv.trans_apply, Fin.revPerm_apply, Fin.rev_rev] at low
  constructor <;> linarith
```

Eigenvectors are labelled by `n` and levels by position. The relabelling `e` connects the two, and $\tau=e\,\sigma\,e^{-1}$ is the same pairing expressed in positions.

```lean
/-- Every pairing of the eigenvectors of `A` and `B` has the same sum of squared eigenvalue
differences as some pairing of their ordered levels. -/
theorem exists_level_pairing (hA : A.IsHermitian) (hB : B.IsHermitian) (σ : Equiv.Perm n) :
    ∃ τ : Equiv.Perm (Fin (Fintype.card n)),
      ∑ i, (hA.eigenvalues i - hB.eigenvalues (σ i)) ^ 2 =
        ∑ k, (level hA k - level hB (τ k)) ^ 2 := by
  let e₀ : Fin (Fintype.card n) ≃ n := Fintype.equivOfCardEq (Fintype.card_fin _)
  let e : n ≃ Fin (Fintype.card n) := e₀.symm.trans Fin.revPerm
  have he : ∀ {C : Matrix n n ℂ} (hC : C.IsHermitian) (i : n),
      hC.eigenvalues i = level hC (e i) := by
    intro C hC i
    change hC.eigenvalues₀ (e₀.symm i) = hC.eigenvalues₀ (Fin.rev (Fin.rev (e₀.symm i)))
    rw [Fin.rev_rev]
  refine ⟨e.symm.trans (σ.trans e), ?_⟩
  rw [← Equiv.sum_comp e]
  simp only [he, Equiv.trans_apply, Equiv.symm_apply_apply]
```

## Bounds on the whole spectrum

The main theorem rewrites the trace as the weighted average and bounds each permutation by the ordered pairing. Taking `.re` discards nothing, because the trace is real.

```lean
/-- Hoffman-Wielandt inequality: the sum of squared differences of the ordered levels of two
Hermitian matrices is at most the trace of the square of their difference. -/
theorem hoffman_wielandt (hA : A.IsHermitian) (hB : B.IsHermitian) :
    ∑ k, (level hA k - level hB k) ^ 2 ≤ ((A - B) ^ 2).trace.re := by
  rw [trace_sq_eq_overlap hA hB, Complex.ofReal_re]
  refine le_doublyStochastic_average (overlapWeight_mem hA hB)
    (fun i j => (hA.eigenvalues i - hB.eigenvalues j) ^ 2) _ fun σ => ?_
  obtain ⟨τ, hτ⟩ := exists_level_pairing hA hB σ
  exact (pairing_bounds (level_monotone hA) (level_monotone hB) τ).1.trans_eq hτ.symm
```

The upper bound applies the same averaging lemma to the negative of the squared difference, which turns a greatest value into a least one.

```lean
/-- The trace of `(A - B)²` is at most the sum of squared differences between the ascending
levels of `A` and the descending levels of `B`. -/
theorem trace_sq_le_reversed (hA : A.IsHermitian) (hB : B.IsHermitian) :
    ((A - B) ^ 2).trace.re ≤ ∑ k, (level hA k - level hB (Fin.rev k)) ^ 2 := by
  rw [trace_sq_eq_overlap hA hB, Complex.ofReal_re]
  have h := le_doublyStochastic_average (overlapWeight_mem hA hB)
    (fun i j => -(hA.eigenvalues i - hB.eigenvalues j) ^ 2)
    (-∑ k, (level hA k - level hB (Fin.rev k)) ^ 2) (fun σ => by
      obtain ⟨τ, hτ⟩ := exists_level_pairing hA hB σ
      rw [Finset.sum_neg_distrib, hτ]
      exact neg_le_neg (pairing_bounds (level_monotone hA) (level_monotone hB) τ).2)
  simp only [mul_neg, Finset.sum_neg_distrib] at h
  linarith
```

The perturbation result sets $A=H+gV$ and $B=H$. It assumes that `H` and `H + g • V` are Hermitian, which makes $V$ Hermitian whenever $g\ne0$; for $g=0$ both sides vanish.

```lean
/-- When a perturbation `V` is switched on with real strength `g`, the squared shifts of all
levels of `H` add up to at most `g²` times the trace of `V²`. -/
theorem perturbation_shift {H V : Matrix n n ℂ} (g : ℝ) (hH : H.IsHermitian)
    (hHV : (H + g • V).IsHermitian) :
    ∑ k, (level hHV k - level hH k) ^ 2 ≤ g ^ 2 * (V ^ 2).trace.re := by
  have h := hoffman_wielandt hHV hH
  rwa [add_sub_cancel_left, smul_pow, Matrix.trace_smul, Complex.smul_re, smul_eq_mul] at h

end

end HoffmanWielandt
```

```lean
#print axioms HoffmanWielandt.hoffman_wielandt
#print axioms HoffmanWielandt.trace_sq_le_reversed
#print axioms HoffmanWielandt.perturbation_shift
```

```
'HoffmanWielandt.hoffman_wielandt' depends on axioms: [propext, Classical.choice, Quot.sound]
'HoffmanWielandt.trace_sq_le_reversed' depends on axioms: [propext, Classical.choice, Quot.sound]
'HoffmanWielandt.perturbation_shift' depends on axioms: [propext, Classical.choice, Quot.sound]
```
